# Perfect-matching counts as nonbonding coefficients in alternant radicals without rings of length 4n

To estimate where the unpaired electron of a radical such as benzyl sits, a Hückel calculation squares the coefficients of the singly occupied nonbonding orbital. In an alternant radical with a single nonbonding orbital, the relative magnitudes of these coefficients can be found by counting perfect matchings instead of diagonalising a matrix, provided that no ring length is divisible by 4. Rings that run around several fused rings count too.

The carbon atoms form a graph \(G\) with \(p+1\) starred and \(p\) unstarred atoms, and every bond joins a starred atom to an unstarred one. The Hückel Hamiltonian is \(\alpha I+\beta A\). Here \(A\) is the adjacency matrix, \(\alpha\) is the energy of an electron in a carbon p orbital of the molecule when the coupling to its neighbours is left out, and \(\beta\) is the coupling between bonded neighbours. An orbital is nonbonding, with energy \(\alpha\), when \(A\) annihilates it.

Let \(K(G-r)\) be the number of perfect matchings left after deleting the starred atom \(r\). The claim is that signs \(\varepsilon_r=\pm1\) exist for which the vector with entries \(\varepsilon_rK(G-r)\) on starred atoms and zero on unstarred atoms lies in the kernel of \(A\).

## From minors to matchings

Number the starred atoms \(r=0,\dots,p\) and the unstarred atoms \(s=0,\dots,p-1\). Let \(B_{sr}=1\) if \(s\) and \(r\) are bonded and 0 otherwise, and let \(B^{(r)}\) be \(B\) without column \(r\). Put \(v_r=(-1)^r\det B^{(r)}\). Writing row \(s\) once more on top of \(B\) gives a square matrix with two equal rows. Expanding its determinant along the top row gives

\[
0=\sum_{r=0}^{p}(-1)^rB_{sr}\det B^{(r)}=\sum_{r=0}^{p}B_{sr}v_r .
\]

Next, expand each minor:

\[
\det B^{(r)}=\sum_\sigma \operatorname{sgn}(\sigma)\prod_s B^{(r)}_{s,\sigma(s)} .
\]

A product is 1 if \(\sigma\) pairs every unstarred atom with a bonded starred atom, and 0 otherwise. The nonzero terms therefore correspond to the \(K(G-r)\) matchings.

Let \(\sigma\) and \(\tau\) be two such matchings and set \(g=\tau^{-1}\sigma\). Write \(m(s)\) for the starred partner of \(s\) under \(\sigma\). Since \(\tau(g(s))=\sigma(s)\), the atom \(m(s)\) is bonded to both \(s\) and \(g(s)\). An orbit of \(g\) with length \(k>1\) thus traces the ring

\[
x,\;m(x),\;g(x),\;m(g(x)),\;\dots,\;g^{k-1}(x),\;m(g^{k-1}(x)),\;x
\]

of \(2k\) distinct atoms. If \(k\) were even, 4 would divide \(2k\). Every orbit is therefore odd, \(g\) is an even permutation, and \(\sigma\) and \(\tau\) have the same sign. Nothing cancels, so \(|\det B^{(r)}|=K(G-r)\).

Choose \(\varepsilon_r\) so that \(\varepsilon_rK(G-r)=v_r\); either sign serves if the count is zero. Multiplied by the vector with these entries, the rows of \(A\) for unstarred atoms then give zero by the first formula. The rows for starred atoms give zero because their neighbours all carry coefficient zero.

## The benzyl radical

In benzyl, star the CH₂ carbon, the two ortho carbons and the para carbon, in that order. Deleting CH₂ leaves benzene, with two matchings. Deleting any other starred atom forces CH₂ to pair with the ipso carbon and leaves one matching. The counts are \(2,1,1,1\).

The ipso carbon requires \(2-1-1=0\), and each meta carbon requires \(-1+1=0\). The normalised coefficients are \((2,-1,-1,1)/\sqrt7\), so the unpaired electron has density \(4/7\) on CH₂ and \(1/7\) on each ortho carbon and on the para carbon.

For this use the nonbonding orbital must be unique. It is as soon as one count is nonzero, because \(B\) then has rank \(p\); the Lean theorems state only membership in the kernel. If all counts vanish, the vector is zero and describes no orbital.

## Atoms, rings and counts in Lean

```lean
import Mathlib

open Matrix

namespace NonbondingOrbital
```

A ring is any cycle of the graph, perimeters included.

```lean
/-- The graph has a ring of length `n`: at least three distinct atoms, visited in a closed
sequence in which successive atoms are bonded. -/
def HasRing {V : Type*} (G : SimpleGraph V) (n : ℕ) : Prop :=
  3 ≤ n ∧ ∃ c : ℕ → V, c n = c 0 ∧ Set.InjOn c (Set.Iio n) ∧ ∀ i < n, G.Adj (c i) (c (i + 1))
```

Phenalenyl is therefore excluded, since its perimeter has 12 atoms. The claim indeed fails there: a carbon next to the centre has starred neighbours with counts 3, 3 and 2, which no signs can sum to zero.

In the type `Fin (p + 1) ⊕ Fin p`, `Sum.inl` marks starred atoms and `Sum.inr` unstarred ones. For an alternant radical, `kekule G r` counts the resonance structures with the unpaired electron on atom \(r\) and every other atom in a double bond.

```lean
variable {p : ℕ}

/-- The number of ways to pair all unstarred atoms (right summand) along bonds with all starred
atoms (left summand) other than `r`. If no two starred atoms are bonded, this is the number of
perfect matchings of the graph with `r` deleted. -/
noncomputable def kekule (G : SimpleGraph (Fin (p + 1) ⊕ Fin p)) (r : Fin (p + 1)) : ℕ :=
  Nat.card {m : Fin p ≃ {a : Fin (p + 1) // a ≠ r} //
    ∀ s, G.Adj (Sum.inr s) (Sum.inl (m s).1)}
```

The matrix \(B\) is `bondMatrix G`.

```lean
/-- The block of the adjacency matrix with unstarred atoms as rows and starred atoms as columns. -/
def bondMatrix (G : SimpleGraph (Fin (p + 1) ⊕ Fin p)) [DecidableRel G.Adj] :
    Matrix (Fin p) (Fin (p + 1)) ℝ :=
  (G.adjMatrix ℝ).submatrix Sum.inr Sum.inl
```

## The kernel vector of minors

The function `r.succAbove` skips column \(r\), and `N` is the matrix with the repeated row.

```lean
/-- The maximal minors of a matrix with one more column than rows, taken with alternating signs,
form a vector that the matrix annihilates. -/
theorem signed_minors_kernel (B : Matrix (Fin p) (Fin (p + 1)) ℝ) :
    B *ᵥ (fun r => (-1) ^ (r : ℕ) * (B.submatrix id r.succAbove).det) = 0 := by
  funext s
  -- repeat row `s` on top of the matrix: the determinant vanishes
  let N : Matrix (Fin (p + 1)) (Fin (p + 1)) ℝ :=
    Matrix.of (Fin.cons (α := fun _ => Fin (p + 1) → ℝ) (B s) (fun i => B i))
  have h0 : N.det = 0 := Matrix.det_zero_of_row_eq (Fin.succ_ne_zero s).symm rfl
  rw [Matrix.det_succ_row_zero] at h0
  change ∑ r : Fin (p + 1), B s r * ((-1) ^ (r : ℕ) * (B.submatrix id r.succAbove).det) = 0
  refine Eq.trans (Finset.sum_congr rfl fun r _ => ?_) h0
  have h1 : N 0 r = B s r := rfl
  have h2 : N.submatrix Fin.succ r.succAbove = B.submatrix id r.succAbove := rfl
  rw [h1, h2]
  ring
```

## Odd orbits and equal signs

The orbit length is `Function.minimalPeriod f x`. Assuming it even, the proof builds the ring above, with unstarred atoms at even positions and starred atoms at odd ones, then checks closure, distinctness and bonding.

```lean
/-- Let each unstarred atom `s` be bonded to its own starred partner `m s`, and let `m s` also be
bonded to `f s`. If no ring length is divisible by 4, every closed orbit of `f` has odd length. -/
theorem odd_orbit {A S : Type*} (G : SimpleGraph (A ⊕ S))
    (hring : ∀ n, 4 ∣ n → ¬ HasRing G n) (m : S → A) (hm : Function.Injective m) (f : S → S)
    (h1 : ∀ s, G.Adj (Sum.inr s) (Sum.inl (m s)))
    (h2 : ∀ s, G.Adj (Sum.inr (f s)) (Sum.inl (m s)))
    (x : S) (hpos : 0 < Function.minimalPeriod f x) : Odd (Function.minimalPeriod f x) := by
  have hper : f^[Function.minimalPeriod f x] x = x := Function.iterate_minimalPeriod
  have hinj : Set.InjOn (fun n => f^[n] x) (Set.Iio (Function.minimalPeriod f x)) :=
    Function.iterate_injOn_Iio_minimalPeriod
  generalize Function.minimalPeriod f x = k at *
  by_contra he
  obtain ⟨j, hj⟩ := Nat.not_odd_iff_even.mp he
  -- an even orbit gives a ring that alternates between `s` and `m s`
  refine hring (2 * k) ⟨j, by omega⟩ ⟨by omega, fun i =>
    if i % 2 = 0 then Sum.inr (f^[i / 2] x) else Sum.inl (m (f^[i / 2] x)), ?_, ?_, ?_⟩
  · have e1 : 2 * k % 2 = 0 := by omega
    have e2 : 2 * k / 2 = k := by omega
    simp [e2, hper]
  · intro a ha b hb hab
    have ha' : a < 2 * k := ha
    have hb' : b < 2 * k := hb
    have ka : a / 2 ∈ Set.Iio k := Set.mem_Iio.mpr (by omega)
    have kb : b / 2 ∈ Set.Iio k := Set.mem_Iio.mpr (by omega)
    by_cases pa : a % 2 = 0 <;> by_cases pb : b % 2 = 0 <;>
      simp only [pa, pb, ↓reduceIte, reduceCtorEq, Sum.inr.injEq, Sum.inl.injEq] at hab
    · have := hinj ka kb hab
      omega
    · have := hinj ka kb (hm hab)
      omega
  · intro i _
    by_cases hi : i % 2 = 0
    · have e1 : (i + 1) % 2 ≠ 0 := by omega
      have e2 : (i + 1) / 2 = i / 2 := by omega
      simp only [hi, e1, e2, ↓reduceIte]
      exact h1 _
    · have e1 : (i + 1) % 2 = 0 := by omega
      have e2 : (i + 1) / 2 = i / 2 + 1 := by omega
      simp only [hi, e1, e2, ↓reduceIte, Function.iterate_succ_apply']
      exact (h2 _).symm
```

To conclude that \(g\) is even, Lean raises it to the product of the orbit lengths, taken once for each unstarred atom. This odd power is the identity, which excludes sign \(-1\).

```lean
/-- If no ring length is divisible by 4, a permutation that leads from one pairing along bonds
to another is even. -/
theorem sign_eq_one {A S : Type*} [Fintype S] [DecidableEq S] (G : SimpleGraph (A ⊕ S))
    (hring : ∀ n, 4 ∣ n → ¬ HasRing G n) (m : S → A) (hm : Function.Injective m)
    (g : Equiv.Perm S) (h1 : ∀ s, G.Adj (Sum.inr s) (Sum.inl (m s)))
    (h2 : ∀ s, G.Adj (Sum.inr (g s)) (Sum.inl (m s))) : Equiv.Perm.sign g = 1 := by
  have hodd : ∀ x, Odd (Function.minimalPeriod g x) := fun x => by
    have hp : Function.IsPeriodicPt g (orderOf g) x := by
      change g^[orderOf g] x = x
      rw [Equiv.Perm.iterate_eq_pow, pow_orderOf_eq_one, Equiv.Perm.one_apply]
    exact odd_orbit G hring m hm g h1 h2 x (hp.minimalPeriod_pos (orderOf_pos g))
  -- an odd power of the permutation is the identity
  have hN : Odd (∏ x, Function.minimalPeriod g x) :=
    Finset.prod_induction _ Odd (fun _ _ ha hb => ha.mul hb) odd_one (fun x _ => hodd x)
  have hpow : g ^ (∏ x, Function.minimalPeriod g x) = 1 := by
    ext x
    rw [← Equiv.Perm.iterate_eq_pow, Equiv.Perm.one_apply]
    exact Function.isPeriodicPt_iff_minimalPeriod_dvd.mpr
      (Finset.dvd_prod_of_mem _ (Finset.mem_univ x))
  rcases Int.units_eq_one_or (Equiv.Perm.sign g) with h | h
  · exact h
  · have h3 := congrArg Equiv.Perm.sign hpow
    rw [map_pow, h, hN.neg_one_pow, map_one] at h3
    exact absurd h3 (by decide)
```

The next theorem identifies the nonzero determinant terms with pairings, through the predicate `P`, and applies the sign result to `τ⁻¹ * σ`.

```lean
/-- If no ring length is divisible by 4, the minor of the bond matrix without the column of `r`
equals, up to sign, the number of pairings that leave out `r`. -/
theorem abs_minor_eq_kekule (G : SimpleGraph (Fin (p + 1) ⊕ Fin p)) [DecidableRel G.Adj]
    (hring : ∀ n, 4 ∣ n → ¬ HasRing G n) (r : Fin (p + 1)) :
    |((bondMatrix G).submatrix id r.succAbove).det| = kekule G r := by
  classical
  obtain ⟨P, hP⟩ : ∃ P : Equiv.Perm (Fin p) → Prop,
      ∀ σ, P σ ↔ ∀ s, G.Adj (Sum.inr s) (Sum.inl (r.succAbove (σ s))) :=
    ⟨_, fun _ => Iff.rfl⟩
  have hK : kekule G r = (Finset.univ.filter P).card := by
    rw [← Fintype.card_subtype, ← Nat.card_eq_fintype_card]
    exact (Nat.card_congr (Equiv.subtypeEquiv
      (Equiv.equivCongr (Equiv.refl _) (finSuccAboveEquiv r))
      (fun σ => by rw [hP]; simp [finSuccAboveEquiv_apply]))).symm
  have hdet : ((bondMatrix G).submatrix id r.succAbove).det =
      ∑ σ : Equiv.Perm (Fin p), if P σ then ((Equiv.Perm.sign σ : ℤ) : ℝ) else 0 := by
    rw [← Matrix.det_transpose, Matrix.det_apply']
    refine Finset.sum_congr rfl fun σ _ => ?_
    by_cases h : P σ
    · rw [if_pos h, Finset.prod_eq_one, mul_one]
      intro s _
      simp [bondMatrix, (hP σ).mp h s]
    · rw [if_neg h]
      rw [hP, not_forall] at h
      obtain ⟨s, hs⟩ := h
      rw [Finset.prod_eq_zero (Finset.mem_univ s) (by simp [bondMatrix, hs]), mul_zero]
  rw [hdet, ← Finset.sum_filter, hK]
  rcases (Finset.univ.filter P).eq_empty_or_nonempty with he | ⟨τ, hτ⟩
  · simp [he]
  · have hτ' := (hP τ).mp (Finset.mem_filter.mp hτ).2
    -- all contributing permutations have the sign of `τ`
    have hs : ∀ σ ∈ Finset.univ.filter P,
        ((Equiv.Perm.sign σ : ℤ) : ℝ) = ((Equiv.Perm.sign τ : ℤ) : ℝ) := by
      intro σ hσ
      have h := sign_eq_one G hring (fun s => r.succAbove (σ s))
        (Fin.succAbove_right_injective.comp σ.injective) (τ⁻¹ * σ)
        ((hP σ).mp (Finset.mem_filter.mp hσ).2)
        (fun s => by simpa using hτ' (τ⁻¹ (σ s)))
      rw [map_mul, map_inv, inv_mul_eq_one] at h
      rw [h]
    rw [Finset.sum_congr rfl hs, Finset.sum_const, nsmul_eq_mul, abs_mul, Nat.abs_cast]
    rcases Int.units_eq_one_or (Equiv.Perm.sign τ) with h | h <;> simp [h]
```

## Signs and the full adjacency matrix

The signs are first chosen to match the minors, which gives the sum rule at each unstarred atom.

```lean
/-- If no ring length is divisible by 4, signs can be chosen so that the signed pairing counts
of the starred neighbours of each unstarred atom sum to zero. -/
theorem zero_sum_rule (G : SimpleGraph (Fin (p + 1) ⊕ Fin p)) [DecidableRel G.Adj]
    (hring : ∀ n, 4 ∣ n → ¬ HasRing G n) :
    ∃ ε : Fin (p + 1) → ℝ, (∀ r, ε r = 1 ∨ ε r = -1) ∧
      ∀ s, ∑ r, (if G.Adj (Sum.inr s) (Sum.inl r) then ε r * kekule G r else 0) = 0 := by
  have hex : ∀ r : Fin (p + 1), ∃ e : ℝ, (e = 1 ∨ e = -1) ∧ e * kekule G r =
      (-1) ^ (r : ℕ) * ((bondMatrix G).submatrix id r.succAbove).det := by
    intro r
    have hx : |(-1) ^ (r : ℕ) * ((bondMatrix G).submatrix id r.succAbove).det| =
        (kekule G r : ℝ) := by
      rw [abs_mul, abs_pow, abs_neg, abs_one, one_pow, one_mul, abs_minor_eq_kekule G hring]
    rcases eq_or_eq_neg_of_abs_eq hx with h | h
    · exact ⟨1, Or.inl rfl, by rw [h, one_mul]⟩
    · exact ⟨-1, Or.inr rfl, by rw [h, neg_one_mul]⟩
  choose ε hε hv using hex
  refine ⟨ε, hε, fun s => ?_⟩
  have hk : ∑ r : Fin (p + 1), bondMatrix G s r *
      ((-1) ^ (r : ℕ) * ((bondMatrix G).submatrix id r.succAbove).det) = 0 :=
    congrFun (signed_minors_kernel (bondMatrix G)) s
  refine Eq.trans (Finset.sum_congr rfl fun r _ => ?_) hk
  rw [← hv r]
  by_cases hr : G.Adj (Sum.inr s) (Sum.inl r) <;> simp [bondMatrix, hr]
```

The main theorem adds the rows of the starred atoms. Its hypothesis `hstar` forbids bonds between starred atoms. Bonds between unstarred atoms are allowed, subject to the ring condition, because those atoms carry coefficient zero.

```lean
/-- Let no two starred atoms be bonded and no ring length be divisible by 4. Then signs can be
chosen so that the vector with entries plus or minus `K(G - r)` on the starred atoms and zero on
the unstarred atoms lies in the kernel of the adjacency matrix. -/
theorem nonbonding_orbital (G : SimpleGraph (Fin (p + 1) ⊕ Fin p)) [DecidableRel G.Adj]
    (hstar : ∀ a b, ¬ G.Adj (Sum.inl a) (Sum.inl b))
    (hring : ∀ n, 4 ∣ n → ¬ HasRing G n) :
    ∃ ε : Fin (p + 1) → ℝ, (∀ r, ε r = 1 ∨ ε r = -1) ∧
      G.adjMatrix ℝ *ᵥ Sum.elim (fun r => ε r * kekule G r) (fun _ => 0) = 0 := by
  obtain ⟨ε, hε, h⟩ := zero_sum_rule G hring
  refine ⟨ε, hε, ?_⟩
  funext x
  rcases x with a | s
  · simp only [Matrix.mulVec, dotProduct, Fintype.sum_sum_type, SimpleGraph.adjMatrix_apply]
    simp [hstar]
  · simp only [Matrix.mulVec, dotProduct, Fintype.sum_sum_type, SimpleGraph.adjMatrix_apply,
      Sum.elim_inl, Sum.elim_inr, Finset.sum_const_zero, add_zero, ite_mul, one_mul,
      zero_mul, ite_self]
    exact h s
```

The theorem concerns the adjacency matrix alone. The step to a real radical is the Hückel assumption of non-interacting electrons with one \(\alpha\) for all atoms and one \(\beta\) for all bonds.

## Three neighbours, and a graph with four-membered rings

If no ring length is divisible by 4, then at an unstarred atom with exactly three starred neighbours one count is the sum of the other two, as \(2=1+1\) at the ipso carbon. Lean runs through the eight sign patterns; if all signs agree, all three counts are zero.

```lean
/-- If no ring length is divisible by 4 and an unstarred atom has exactly three starred
neighbours, the pairing count for one of them is the sum of the other two. -/
theorem kekule_branching (G : SimpleGraph (Fin (p + 1) ⊕ Fin p))
    (hring : ∀ n, 4 ∣ n → ¬ HasRing G n) (s : Fin p) (a b c : Fin (p + 1))
    (hab : a ≠ b) (hac : a ≠ c) (hbc : b ≠ c)
    (hs : ∀ r, G.Adj (Sum.inr s) (Sum.inl r) ↔ r ∈ ({a, b, c} : Finset (Fin (p + 1)))) :
    kekule G a = kekule G b + kekule G c ∨ kekule G b = kekule G a + kekule G c ∨
      kekule G c = kekule G a + kekule G b := by
  classical
  obtain ⟨ε, hε, h⟩ := zero_sum_rule G hring
  have h3 := h s
  simp only [hs] at h3
  rw [Finset.sum_ite_mem, Finset.univ_inter, Finset.sum_insert (by simp [hab, hac]),
    Finset.sum_insert (by simp [hbc]), Finset.sum_singleton] at h3
  have na : (0 : ℝ) ≤ kekule G a := Nat.cast_nonneg _
  have nb : (0 : ℝ) ≤ kekule G b := Nat.cast_nonneg _
  have nc : (0 : ℝ) ≤ kekule G c := Nat.cast_nonneg _
  have key : (kekule G a : ℝ) = kekule G b + kekule G c ∨
      (kekule G b : ℝ) = kekule G a + kekule G c ∨
      (kekule G c : ℝ) = kekule G a + kekule G b := by
    -- a neighbour whose sign differs from the other two carries the sum; if all agree, all are zero
    rcases hε a with ha | ha <;> rcases hε b with hb | hb <;> rcases hε c with hc | hc <;>
      rw [ha, hb, hc] at h3 <;>
      first
        | exact Or.inl (by linarith)
        | exact Or.inr (Or.inl (by linarith))
        | exact Or.inr (Or.inr (by linarith))
  exact_mod_cast key
```

In the complete bipartite graph with classes of sizes 3 and 2, every count is 2, and \(\pm2\pm2\pm2\) is never zero. All its rings have length 4, so excluding only the lengths 8, 12 and so on would not suffice.

```lean
/-- For the complete bipartite graph with three starred and two unstarred atoms, no choice of
signs puts the vector of pairing counts into the kernel of the adjacency matrix. -/
theorem no_signs_for_complete_bipartite
    [DecidableRel (completeBipartiteGraph (Fin (2 + 1)) (Fin 2)).Adj] :
    ¬ ∃ ε : Fin (2 + 1) → ℝ, (∀ r, ε r = 1 ∨ ε r = -1) ∧
      (completeBipartiteGraph (Fin (2 + 1)) (Fin 2)).adjMatrix ℝ *ᵥ
        Sum.elim (fun r => ε r * kekule (completeBipartiteGraph (Fin (2 + 1)) (Fin 2)) r)
          (fun _ => 0) = 0 := by
  rintro ⟨ε, hε, h⟩
  -- every deleted graph is a square with two perfect matchings
  have hK : ∀ r, kekule (completeBipartiteGraph (Fin (2 + 1)) (Fin 2)) r = 2 := by
    intro r
    unfold kekule
    rw [Nat.card_congr (Equiv.subtypeUnivEquiv (fun m s => by simp)),
      Nat.card_congr (Equiv.equivCongr (Equiv.refl (Fin 2)) (finSuccAboveEquiv r)).symm,
      Nat.card_eq_fintype_card, Fintype.card_perm, Fintype.card_fin]
    rfl
  have h0 := congrFun h (Sum.inr 0)
  simp only [Matrix.mulVec, dotProduct, Fintype.sum_sum_type, SimpleGraph.adjMatrix_apply,
    Sum.elim_inl, Sum.elim_inr, hK, mul_zero, Finset.sum_const_zero, add_zero] at h0
  have h1 : ε 0 * 2 + ε 1 * 2 + ε 2 * 2 = 0 := by
    simpa [Fin.sum_univ_three] using h0
  rcases hε 0 with ha | ha <;> rcases hε 1 with hb | hb <;> rcases hε 2 with hc | hc <;>
    rw [ha, hb, hc] at h1 <;> norm_num at h1

end NonbondingOrbital
```

```lean
#print axioms NonbondingOrbital.nonbonding_orbital
-- 'NonbondingOrbital.nonbonding_orbital' depends on axioms: [propext, Classical.choice, Quot.sound]
#print axioms NonbondingOrbital.kekule_branching
-- 'NonbondingOrbital.kekule_branching' depends on axioms: [propext, Classical.choice, Quot.sound]
#print axioms NonbondingOrbital.no_signs_for_complete_bipartite
-- 'NonbondingOrbital.no_signs_for_complete_bipartite' depends on axioms: [propext, Classical.choice, Quot.sound]
```
